# Partition sum and first two moments of an interface height step with energy proportional to its size

A single interface step changes the height by any integer `n`, positive or negative, and has Boltzmann weight exp(−y|n|), where y > 0 is the reduced energy per unit height. The theorem `step_moments` states that the sums over all `n` of the weight, of `n` times the weight and of `n`² times the weight converge to coth(y/2), 0 and coth(y/2)/(2 sinh²(y/2)). These sums are unnormalised; division by the first gives a mean step of zero and a mean square step of 1/(2 sinh²(y/2)). The proof writes the hyperbolic functions as rational functions of q = exp(−y), sums power series in q over the non-negative steps, and joins the two signs of `n`, subtracting the zero step that is then counted twice.

This version doesn't compile in Lean 4 with Mathlib:

```lean
import Mathlib

open Filter

namespace StepMoments

noncomputable section

/-- Boltzmann weight of a single height step `n` with reduced step energy `y` per unit height. -/
def stepWeight (y : ℝ) (n : ℤ) : ℝ := Real.exp (-y * |(n : ℝ)|)

/-- For `y > 0`, the hyperbolic functions of `y / 2` in the interface formulas are rational
functions of the Boltzmann factor `exp (-y)`. -/
theorem hyperbolic_eq_rational {y : ℝ} (hy : 0 < y) :
    Real.cosh (y / 2) / Real.sinh (y / 2) = (1 + Real.exp (-y)) / (1 - Real.exp (-y)) ∧
    1 / (2 * Real.sinh (y / 2) ^ 2) = 2 * Real.exp (-y) / (1 - Real.exp (-y)) ^ 2 := by
  have hab : Real.exp (y / 2) * Real.exp (-(y / 2)) = 1 := by
    rw [← Real.exp_add, add_neg_cancel, Real.exp_zero]
  have hq : Real.exp (-y) = Real.exp (-(y / 2)) * Real.exp (-(y / 2)) := by
    rw [← Real.exp_add]
    congr 1
    ring
  have hS : Real.sinh (y / 2) * (2 * Real.exp (-(y / 2))) = 1 - Real.exp (-y) := by
    rw [Real.sinh_eq]
    linear_combination hab + hq
  have hC : Real.cosh (y / 2) * (2 * Real.exp (-(y / 2))) = 1 + Real.exp (-y) := by
    rw [Real.cosh_eq]
    linear_combination hab - hq
  have hs : Real.sinh (y / 2) ≠ 0 := (Real.sinh_pos_iff.mpr (half_pos hy)).ne'
  have h1 : 1 - Real.exp (-y) ≠ 0 :=
    (sub_pos.mpr (Real.exp_lt_one_iff.mpr (neg_lt_zero.mpr hy))).ne'
  constructor
  · rw [div_eq_div_iff hs h1, ← hS, ← hC]
    ring
  · rw [div_eq_div_iff (mul_ne_zero two_ne_zero (pow_ne_zero 2 hs)) (pow_ne_zero 2 h1),
      ← hS, hq]
    ring

/-- A convergent sum stays convergent when its terms and its value are replaced by equal ones. -/
private theorem hasSum_rewrite {ι : Type} {f g : ι → ℝ} {a b : ℝ} (h : HasSum g b)
    (hf : ∀ i, f i = g i) (ha : a = b) : HasSum f a := by
  rw [ha, funext hf]
  exact h

/-- For `y > 0`, the weighted sums of `1`, `n` and `n ^ 2` over one height step converge to
`coth (y / 2)`, zero and `coth (y / 2) / (2 sinh (y / 2) ^ 2)`. -/
theorem step_moments {y : ℝ} (hy : 0 < y) :
    HasSum (fun n : ℤ => stepWeight y n) (Real.cosh (y / 2) / Real.sinh (y / 2)) ∧
    HasSum (fun n : ℤ => (n : ℝ) * stepWeight y n) 0 ∧
    HasSum (fun n : ℤ => (n : ℝ) ^ 2 * stepWeight y n)
      (Real.cosh (y / 2) / Real.sinh (y / 2) * (1 / (2 * Real.sinh (y / 2) ^ 2))) := by
  obtain ⟨e1, e2⟩ := hyperbolic_eq_rational hy
  rw [e1, e2]
  have hw : ∀ n : ℕ, stepWeight y (n : ℤ) = Real.exp (-y) ^ n := fun n => by
    rw [stepWeight, ← Real.exp_nat_mul, Int.cast_natCast, Nat.abs_cast, mul_comm]
  have hneg : ∀ n : ℤ, stepWeight y (-n) = stepWeight y n := fun n => by
    simp [stepWeight]
  have w0 : stepWeight y 0 = 1 := by simp [stepWeight]
  have hq0 : 0 < Real.exp (-y) := Real.exp_pos _
  have hq1 : Real.exp (-y) < 1 := Real.exp_lt_one (neg_lt_zero.mpr hy)
  generalize Real.exp (-y) = q at *
  have hne : 1 - q ≠ 0 := (sub_pos.mpr hq1).ne'
  have hn : ‖q‖ < 1 := by rwa [Real.norm_of_nonneg hq0.le]
  -- the three power series on the non-negative steps
  have g0 := hasSum_geometric_of_lt_one hq0.le hq1
  have g1 := hasSum_coe_mul_geometric_of_norm_lt_one hn
  have g2 : HasSum (fun n : ℕ => (n : ℝ) ^ 2 * q ^ n)
      (2 * (1 / (1 - q) ^ (2 + 1)) - 3 * (q / (1 - q) ^ 2) - 2 * (1 - q)⁻¹) := by
    convert (((hasSum_choose_mul_geometric_of_norm_lt_one 2 hn).mul_left 2).sub
      (g1.mul_left 3)).sub (g0.mul_left 2) using 1
    funext n
    rw [Nat.cast_choose_two]
    push_cast
    ring
  -- positive and negative steps are combined, the flat step being counted once
  refine ⟨?_, ?_, ?_⟩
  · have h := HasSum.of_nat_of_neg (f := fun n : ℤ => stepWeight y n)
      (by simpa only [hw] using g0) (by simpa only [hneg, hw] using g0)
    convert h using 1
    rw [w0]
    linear_combination -(mul_inv_cancel₀ hne)
  · have h := HasSum.of_nat_of_neg (f := fun n : ℤ => (n : ℝ) * stepWeight y n)
      (by simpa only [hw, Int.cast_natCast] using g1)
      (by simpa only [hneg, hw, Int.cast_neg, Int.cast_natCast, neg_mul] using g1.neg)
    convert h using 1
    simp
  · have h := HasSum.of_nat_of_neg (f := fun n : ℤ => (n : ℝ) ^ 2 * stepWeight y n)
      (by simpa only [hw, Int.cast_natCast] using g2)
      (by simpa only [hneg, hw, Int.cast_neg, Int.cast_natCast, neg_sq] using g2)
    convert h using 1
    rw [w0, Int.cast_zero]
    field_simp
    ring

end

end StepMoments
```

Lean reports:

```
Main.lean:60:34: error(lean.unknownIdentifier): Unknown constant `Real.exp_lt_one`
Main.lean:71:4: error: Tactic `apply` failed: could not unify the conclusion of `@funext`
  ?f = ?g
with the goal
  Real.instAddCommMonoid = Real.instAddCommGroup.toAddCommMonoid

Note: The full type of `@funext` is
  ∀ {α : Sort ?u.245} {β : α → Sort ?u.244} {f g : (x : α) → β x}, (∀ (x : α), f x = g x) → f = g

case e'_3
y : ℝ
hy : 0 < y
hneg : ∀ (n : ℤ), stepWeight y (-n) = stepWeight y n
w0 : stepWeight y 0 = 1
q : ℝ
e1 : Real.cosh (y / 2) / Real.sinh (y / 2) = (1 + q) / (1 - q)
e2 : 1 / (2 * Real.sinh (y / 2) ^ 2) = 2 * q / (1 - q) ^ 2
hw : ∀ (n : ℕ), stepWeight y ↑n = q ^ n
hq0 : 0 < q
hq1 : q < 1
hne : 1 - q ≠ 0
hn : ‖q‖ < 1
g0 : HasSum (fun n => q ^ n) (1 - q)⁻¹
g1 : HasSum (fun n => ↑n * q ^ n) (q / (1 - q) ^ 2)
⊢ Real.instAddCommMonoid = Real.instAddCommGroup.toAddCommMonoid
Main.lean:80:8: error: Tactic `rewrite` failed: Did not find an occurrence of the pattern
  stepWeight y 0
in the target expression
  Real.instAddCommMonoid = Real.instAddCommGroup.toAddCommMonoid

case e'_3
y : ℝ
hy : 0 < y
hneg : ∀ (n : ℤ), stepWeight y (-n) = stepWeight y n
w0 : stepWeight y 0 = 1
q : ℝ
e1 : Real.cosh (y / 2) / Real.sinh (y / 2) = (1 + q) / (1 - q)
e2 : 1 / (2 * Real.sinh (y / 2) ^ 2) = 2 * q / (1 - q) ^ 2
hw : ∀ (n : ℕ), stepWeight y ↑n = q ^ n
hq0 : 0 < q
hq1 : q < 1
hne : 1 - q ≠ 0
hn : ‖q‖ < 1
g0 : HasSum (fun n => q ^ n) (1 - q)⁻¹
g1 : HasSum (fun n => ↑n * q ^ n) (q / (1 - q) ^ 2)
g2 : HasSum (fun n => ↑n ^ 2 * q ^ n) (2 * (1 / (1 - q) ^ (2 + 1)) - 3 * (q / (1 - q) ^ 2) - 2 * (1 - q)⁻¹)
h : HasSum (fun n => stepWeight y n) ((1 - q)⁻¹ + (1 - q)⁻¹ - stepWeight y 0)
⊢ Real.instAddCommMonoid = Real.instAddCommGroup.toAddCommMonoid
Main.lean:86:4: error: `simp` made no progress
Main.lean:91:8: error: Tactic `rewrite` failed: Did not find an occurrence of the pattern
  stepWeight y 0
in the target expression
  Real.instAddCommMonoid = Real.instAddCommGroup.toAddCommMonoid

case e'_3
y : ℝ
hy : 0 < y
hneg : ∀ (n : ℤ), stepWeight y (-n) = stepWeight y n
w0 : stepWeight y 0 = 1
q : ℝ
e1 : Real.cosh (y / 2) / Real.sinh (y / 2) = (1 + q) / (1 - q)
e2 : 1 / (2 * Real.sinh (y / 2) ^ 2) = 2 * q / (1 - q) ^ 2
hw : ∀ (n : ℕ), stepWeight y ↑n = q ^ n
hq0 : 0 < q
hq1 : q < 1
hne : 1 - q ≠ 0
hn : ‖q‖ < 1
g0 : HasSum (fun n => q ^ n) (1 - q)⁻¹
g1 : HasSum (fun n => ↑n * q ^ n) (q / (1 - q) ^ 2)
g2 : HasSum (fun n => ↑n ^ 2 * q ^ n) (2 * (1 / (1 - q) ^ (2 + 1)) - 3 * (q / (1 - q) ^ 2) - 2 * (1 - q)⁻¹)
h :
  HasSum (fun n => ↑n ^ 2 * stepWeight y n)
    (2 * (1 / (1 - q) ^ (2 + 1)) - 3 * (q / (1 - q) ^ 2) - 2 * (1 - q)⁻¹ +
        (2 * (1 / (1 - q) ^ (2 + 1)) - 3 * (q / (1 - q) ^ 2) - 2 * (1 - q)⁻¹) -
      ↑0 ^ 2 * stepWeight y 0)
⊢ Real.instAddCommMonoid = Real.instAddCommGroup.toAddCommMonoid
```

Cause. The first error is a wrong name: Lean finds no constant `Real.exp_lt_one`. The repair uses the equivalence `Real.exp_lt_one_iff`, whose `.mpr` direction turns −y < 0 into exp(−y) < 1.

The other four errors come from `convert … using 1`. The sums it is given are built with `HasSum.sub` and `HasSum.of_nat_of_neg`, which need subtraction, so their addition on the reals comes by way of `Real.instAddCommGroup`, while the goals use `Real.instAddCommMonoid`. `convert` matches the two statements argument by argument and leaves the equality of these structures as a goal. There `funext` and both `rw [w0, …]` calls fail, as three of the messages show; `simp` makes no progress after the same `convert` step, though its goal is not printed.

The repair applies the file's own lemma `hasSum_rewrite`. Lean accepts `h` as its argument because the two structures agree by definition, and the lemma asks only for equal terms and equal values. One of these is closed by `rfl` each time, and the old tactics then meet the equation they were written for.

As a diff, the version that Lean accepts:

```diff
@@ -58,5 +58,5 @@
   have w0 : stepWeight y 0 = 1 := by simp [stepWeight]
   have hq0 : 0 < Real.exp (-y) := Real.exp_pos _
-  have hq1 : Real.exp (-y) < 1 := Real.exp_lt_one (neg_lt_zero.mpr hy)
+  have hq1 : Real.exp (-y) < 1 := Real.exp_lt_one_iff.mpr (neg_lt_zero.mpr hy)
   generalize Real.exp (-y) = q at *
   have hne : 1 - q ≠ 0 := (sub_pos.mpr hq1).ne'
@@ -67,7 +67,7 @@
   have g2 : HasSum (fun n : ℕ => (n : ℝ) ^ 2 * q ^ n)
       (2 * (1 / (1 - q) ^ (2 + 1)) - 3 * (q / (1 - q) ^ 2) - 2 * (1 - q)⁻¹) := by
-    convert (((hasSum_choose_mul_geometric_of_norm_lt_one 2 hn).mul_left 2).sub
-      (g1.mul_left 3)).sub (g0.mul_left 2) using 1
-    funext n
+    have h := (((hasSum_choose_mul_geometric_of_norm_lt_one 2 hn).mul_left 2).sub
+      (g1.mul_left 3)).sub (g0.mul_left 2)
+    refine hasSum_rewrite h (fun n => ?_) rfl
     rw [Nat.cast_choose_two]
     push_cast
@@ -77,5 +77,5 @@
   · have h := HasSum.of_nat_of_neg (f := fun n : ℤ => stepWeight y n)
       (by simpa only [hw] using g0) (by simpa only [hneg, hw] using g0)
-    convert h using 1
+    refine hasSum_rewrite h (fun _ => rfl) ?_
     rw [w0]
     linear_combination -(mul_inv_cancel₀ hne)
@@ -83,10 +83,10 @@
       (by simpa only [hw, Int.cast_natCast] using g1)
       (by simpa only [hneg, hw, Int.cast_neg, Int.cast_natCast, neg_mul] using g1.neg)
-    convert h using 1
+    refine hasSum_rewrite h (fun _ => rfl) ?_
     simp
   · have h := HasSum.of_nat_of_neg (f := fun n : ℤ => (n : ℝ) ^ 2 * stepWeight y n)
       (by simpa only [hw, Int.cast_natCast] using g2)
       (by simpa only [hneg, hw, Int.cast_neg, Int.cast_natCast, neg_sq] using g2)
-    convert h using 1
+    refine hasSum_rewrite h (fun _ => rfl) ?_
     rw [w0, Int.cast_zero]
     field_simp
```
